# Singlet and triplet blocks of the spin-orbit operator (Z − 1) l·s2 − 2 l·s1 for arbitrary orbital matrices

Let l_0, l_1, l_2 be the x, y, z components of the outer electron's orbital angular momentum, written as n × n matrices. Let s1 and s2 be the spins of the inner and outer electron, with ħ = 1. In a helium-like ion of nuclear charge Z, with the inner electron in 1s and the outer electron well outside it, the spin-orbit terms without orbital exchange are approximately proportional to

O = (Z − 1) l·s2 − 2 l·s1.

I have seen it stated that O acts as (Z − 3)/2 l·S within the triplet, with S = s1 + s2, that it vanishes within the singlet, and that (Z + 1)/2 l·(s2 − s1) connects the two. Does this need the commutation relations of l, or is it pure spin algebra? I would like to see a rigorous derivation with a machine-checked proof.

## Spin algebra alone fixes the blocks

It is pure spin algebra: the l_k can be any complex matrices. Write d = s2 − s1 and D = l·d = Σ_k l_k ⊗ d_k. The normalised singlet is |s⟩ = (|↑↓⟩ − |↓↑⟩)/√2, with spin projector p = |s⟩⟨s|. On the full space, P = 1 ⊗ p and T = 1 − P.

Since s1 = (S − d)/2 and s2 = (S + d)/2,

O = (Z − 1)/2 (l·S + D) − (l·S − D) = (Z − 3)/2 l·S + (Z + 1)/2 D.

The total spin annihilates the singlet. For example, S_0 sends both |↑↓⟩ and |↓↑⟩ to (|↑↑⟩ + |↓↓⟩)/2, and the difference is zero; S_1 and S_2 work the same way. Hence S_k p = 0, and taking adjoints gives p S_k = 0.

Exchanging the spins is the operator 1 − 2p, and it reverses d. So (1 − 2p) d_k = −d_k (1 − 2p), which rearranges to

d_k = p d_k + d_k p.

Multiplying by p from the left gives p d_k p = 0. On the full space these facts become P l·S = l·S P = 0, D = PD + DP and PDP = 0. Therefore

T O T = (Z − 3)/2 l·S + (Z + 1)/2 (D − PD − DP + PDP) = (Z − 3)/2 l·S,

P O P = 0,

P O T + T O P = (Z + 1)/2 (PD + DP − 2 PDP) = (Z + 1)/2 D.

For the square of D, take a matrix A acting on spin 2. The cross terms in ⟨s|1 ⊗ A|s⟩ vanish because spin 1 is orthogonal in them, so p (1 ⊗ A) p = (tr A/2) p. With σ_k the Pauli matrices, d_k = 1 ⊗ σ_k − S_k, and S_k drops out next to p:

p d_j d_k p = p (1 ⊗ σ_j σ_k) p = ½ tr(σ_j σ_k) p = δ_jk p.

Summing with the orbital matrices gives

P D² P = Σ_jk l_j l_k ⊗ δ_jk p = (Σ_k l_k²) P.

Because OP = (Z + 1)/2 DP and PO = (Z + 1)/2 PD, while POP = 0, the passage from singlet to triplet and back is

P O T O P = ((Z + 1)/2)² (Σ_k l_k²) P.

Finally, suppose Z ≠ −1 and the connecting part vanishes. Then D = 0, and its spin matrix elements give

⟨↑↑|D|↑↓⟩ = (l_0 − i l_1)/2 = 0,

⟨↑↓|D|↑↑⟩ = (l_0 + i l_1)/2 = 0,

⟨↑↓|D|↑↓⟩ = −l_2 = 0,

so every l_k is zero. The converse is immediate.

### How the Lean objects correspond to the ion

The finite index type `n` labels the orbital basis, and `l : Fin 3 → Matrix n n ℂ` holds the three matrices, with no hermiticity or commutation relations assumed. Spin index 0 is up and 1 is down. The matrix `amp` has nonzero entries ±1, and the division by 2 in `singlet` supplies the normalisation of p. The operators P, T and O are `PS n`, `PT n` and `fineOp Z l`; l·S and D are `orbSpin l spinSum` and `orbSpin l spinDiff`.

The theorem `fineOp_blocks` states the three block identities on the full space, `singlet_D_sq` gives P D² P, `singlet_triplet_singlet` gives the product through the triplet, and `unmixed_iff` gives the vanishing criterion. Its hypothesis `Z ≠ -1` keeps the coefficient of D nonzero, as it is for every nucleus.

The coefficients of O are put in by definition. Z − 1 is the nuclear charge screened by the inner electron, and −2 describes the inner spin in the magnetic field of the outer electron's orbit, without the Thomas halving that the outer electron's own term carries. The common radial factor, the spin-spin interaction and orbital exchange are left out, and no energies are computed.

Within this finite-dimensional model with fixed coefficients, the result separates the part of O that acts within the triplet from the part that mixes singlet and triplet states. To first order, when the mixing is small compared with the singlet-triplet energy separation, the first part alone gives the spin-orbit splitting of a triplet term.

```lean
import Mathlib

open Matrix Complex
open scoped Kronecker

namespace HeliumFineStructure

noncomputable section

/-- The three Pauli matrices, in the order x, y, z. -/
def pauli : Fin 3 → Matrix (Fin 2) (Fin 2) ℂ :=
  ![!![0, 1; 1, 0], !![0, -I; I, 0], !![1, 0; 0, -1]]

/-- Operators on the space of two spins 1/2. -/
abbrev SpinOp := Matrix (Fin 2 × Fin 2) (Fin 2 × Fin 2) ℂ

/-- Spin component `k` of electron 1. -/
def s1 (k : Fin 3) : SpinOp := (1 / 2 : ℂ) • (pauli k ⊗ₖ (1 : Matrix (Fin 2) (Fin 2) ℂ))

/-- Spin component `k` of electron 2. -/
def s2 (k : Fin 3) : SpinOp := (1 / 2 : ℂ) • ((1 : Matrix (Fin 2) (Fin 2) ℂ) ⊗ₖ pauli k)

/-- Component `k` of the total spin `S = s1 + s2`. -/
def spinSum (k : Fin 3) : SpinOp := s1 k + s2 k

/-- Component `k` of the spin difference `s2 - s1`. -/
def spinDiff (k : Fin 3) : SpinOp := s2 k - s1 k

/-- The antisymmetric amplitude up-down minus down-up, not normalised. -/
def amp : Matrix (Fin 2) (Fin 2) ℂ := !![0, 1; -1, 0]

/-- The projector on the singlet state of two spins. -/
def singlet : SpinOp := Matrix.of fun p q => amp p.1 p.2 * amp q.1 q.2 / 2

variable {n : Type*} [Fintype n] [DecidableEq n]

/-- The scalar product `l · s` of orbital matrices with spin matrices. -/
def orbSpin (l : Fin 3 → Matrix n n ℂ) (s : Fin 3 → SpinOp) :
    Matrix (n × (Fin 2 × Fin 2)) (n × (Fin 2 × Fin 2)) ℂ := ∑ k, l k ⊗ₖ s k

/-- The singlet projector on the full orbital and spin space. -/
def PS (n : Type*) [Fintype n] [DecidableEq n] :
    Matrix (n × (Fin 2 × Fin 2)) (n × (Fin 2 × Fin 2)) ℂ := (1 : Matrix n n ℂ) ⊗ₖ singlet

/-- The triplet projector, the complement of the singlet projector. -/
def PT (n : Type*) [Fintype n] [DecidableEq n] :
    Matrix (n × (Fin 2 × Fin 2)) (n × (Fin 2 × Fin 2)) ℂ := 1 - PS n

/-- The operator `(Z - 1) l·s2 - 2 l·s1`: spin-orbit coupling of the outer electron 2
and its coupling to the spin of the inner electron 1. -/
def fineOp (Z : ℝ) (l : Fin 3 → Matrix n n ℂ) :
    Matrix (n × (Fin 2 × Fin 2)) (n × (Fin 2 × Fin 2)) ℂ :=
  ((Z : ℂ) - 1) • orbSpin l s2 - (2 : ℂ) • orbSpin l s1

/-- The total spin annihilates the singlet, from either side. -/
theorem spinSum_singlet (k : Fin 3) : spinSum k * singlet = 0 ∧ singlet * spinSum k = 0 := by
  constructor <;> ext ⟨a, b⟩ ⟨c, d⟩ <;> fin_cases k <;> fin_cases a <;> fin_cases b <;>
    fin_cases c <;> fin_cases d <;>
    simp [spinSum, s1, s2, singlet, amp, pauli, Matrix.mul_apply, Fintype.sum_prod_type] <;>
    ring

/-- The spin difference only connects the singlet with the triplet: `d = p d + d p`, where `p` is
the singlet projector of the two spins. -/
theorem spinDiff_offdiag (k : Fin 3) :
    singlet * spinDiff k + spinDiff k * singlet = spinDiff k := by
  ext ⟨a, b⟩ ⟨c, d⟩
  fin_cases k <;> fin_cases a <;> fin_cases b <;> fin_cases c <;> fin_cases d <;>
    simp [spinDiff, s1, s2, singlet, amp, pauli, Matrix.mul_apply, Fintype.sum_prod_type] <;>
    ring

/-- Between singlets, an operator `A` on the second spin gives half its trace. -/
theorem singlet_one_spin (A : Matrix (Fin 2) (Fin 2) ℂ) :
    singlet * ((1 : Matrix (Fin 2) (Fin 2) ℂ) ⊗ₖ A) * singlet = (A.trace / 2) • singlet := by
  ext ⟨a, b⟩ ⟨c, d⟩
  fin_cases a <;> fin_cases b <;> fin_cases c <;> fin_cases d <;>
    simp [singlet, amp, Matrix.mul_apply, Fintype.sum_prod_type, Matrix.trace_fin_two] <;>
    ring

/-- Between singlets, the product of components `j` and `k` of the spin difference is
the Kronecker delta. -/
theorem singlet_diff_diff (j k : Fin 3) :
    (singlet * spinDiff j) * (spinDiff k * singlet) = if j = k then singlet else 0 := by
  have hd : ∀ i, spinDiff i = (1 : Matrix (Fin 2) (Fin 2) ℂ) ⊗ₖ pauli i - spinSum i := by
    intro i
    simp only [spinDiff, spinSum, s1, s2]
    module
  have ht : (pauli j * pauli k).trace = if j = k then 2 else 0 := by
    fin_cases j <;> fin_cases k <;>
      norm_num [pauli, Matrix.trace_fin_two, Matrix.mul_apply, Fin.sum_univ_two]
  -- on the singlet the spin difference acts as twice the second spin
  rw [hd j, hd k, mul_sub, (spinSum_singlet j).2, sub_zero, sub_mul, (spinSum_singlet k).1,
    sub_zero, ← mul_assoc, mul_assoc singlet, ← Matrix.mul_kronecker_mul,
    Matrix.one_mul, singlet_one_spin, ht]
  split_ifs <;> simp

lemma PS_mul_orbSpin (l : Fin 3 → Matrix n n ℂ) (s : Fin 3 → SpinOp) :
    PS n * orbSpin l s = orbSpin l (fun k => singlet * s k) := by
  unfold PS orbSpin
  rw [Finset.mul_sum]
  refine Finset.sum_congr rfl fun k _ => ?_
  rw [← Matrix.mul_kronecker_mul, Matrix.one_mul]

lemma orbSpin_mul_PS (l : Fin 3 → Matrix n n ℂ) (s : Fin 3 → SpinOp) :
    orbSpin l s * PS n = orbSpin l (fun k => s k * singlet) := by
  unfold PS orbSpin
  rw [Finset.sum_mul]
  refine Finset.sum_congr rfl fun k _ => ?_
  rw [← Matrix.mul_kronecker_mul, Matrix.mul_one]

/-- `P D² P = (∑ l_k²) P` for `D = l·(s2 - s1)` and the singlet projector `P`. -/
theorem singlet_D_sq (l : Fin 3 → Matrix n n ℂ) :
    (PS n * orbSpin l spinDiff) * (orbSpin l spinDiff * PS n) =
      ((∑ k, l k * l k) ⊗ₖ (1 : SpinOp)) * PS n := by
  rw [PS_mul_orbSpin, orbSpin_mul_PS]
  unfold orbSpin PS
  simp_rw [Finset.sum_mul_sum, ← Matrix.mul_kronecker_mul, singlet_diff_diff]
  rw [Matrix.mul_one, Matrix.one_mul]
  ext a b
  simp [Fin.sum_univ_three, Matrix.add_apply]
  ring

omit [Fintype n] [DecidableEq n] in
/-- The operator is `(Z - 3)/2 l·S + (Z + 1)/2 D` with `D = l·(s2 - s1)`. -/
theorem fineOp_split (Z : ℝ) (l : Fin 3 → Matrix n n ℂ) :
    fineOp Z l = (((Z : ℂ) - 3) / 2) • orbSpin l spinSum
      + (((Z : ℂ) + 1) / 2) • orbSpin l spinDiff := by
  ext a b
  simp only [fineOp, orbSpin, Fin.sum_univ_three, Matrix.add_apply, Matrix.sub_apply,
    Matrix.smul_apply, Matrix.kroneckerMap_apply, smul_eq_mul, spinSum, spinDiff]
  ring

lemma D_offdiag (l : Fin 3 → Matrix n n ℂ) :
    PS n * orbSpin l spinDiff + orbSpin l spinDiff * PS n = orbSpin l spinDiff := by
  rw [PS_mul_orbSpin, orbSpin_mul_PS]
  unfold orbSpin
  rw [← Finset.sum_add_distrib]
  refine Finset.sum_congr rfl fun k _ => ?_
  rw [← Matrix.kronecker_add, spinDiff_offdiag]

lemma fineOp_PS (Z : ℝ) (l : Fin 3 → Matrix n n ℂ) :
    fineOp Z l * PS n = (((Z : ℂ) + 1) / 2) • (orbSpin l spinDiff * PS n) := by
  have h : orbSpin l spinSum * PS n = 0 := by
    rw [orbSpin_mul_PS]
    simp [orbSpin, spinSum_singlet]
  rw [fineOp_split, add_mul, smul_mul_assoc, smul_mul_assoc, h, smul_zero, zero_add]

lemma PS_fineOp (Z : ℝ) (l : Fin 3 → Matrix n n ℂ) :
    PS n * fineOp Z l = (((Z : ℂ) + 1) / 2) • (PS n * orbSpin l spinDiff) := by
  have h : PS n * orbSpin l spinSum = 0 := by
    rw [PS_mul_orbSpin]
    simp [orbSpin, spinSum_singlet]
  rw [fineOp_split, mul_add, mul_smul_comm, mul_smul_comm, h, smul_zero, zero_add]

/-- The singlet block of the operator vanishes. -/
theorem singlet_block (Z : ℝ) (l : Fin 3 → Matrix n n ℂ) : PS n * fineOp Z l * PS n = 0 := by
  have hP : PS n * PS n = PS n := by
    have h := singlet_one_spin 1
    rw [Matrix.one_kronecker_one, mul_one] at h
    unfold PS
    rw [← Matrix.mul_kronecker_mul, Matrix.one_mul, h]
    simp
  -- multiply D = P D + D P by P from the left
  have h := congrArg (fun X => PS n * X) (D_offdiag l)
  simp only [mul_add, ← mul_assoc, hP] at h
  rw [PS_fineOp, smul_mul_assoc, add_eq_left.mp h, smul_zero]

/-- Singlet and triplet blocks of the operator `(Z - 1) l·s2 - 2 l·s1`: the triplet block is `(Z -
3)/2 l·S`, the singlet block is zero, and the part connecting them is `(Z + 1)/2 l·(s2 - s1)`. -/
theorem fineOp_blocks (Z : ℝ) (l : Fin 3 → Matrix n n ℂ) :
    PT n * fineOp Z l * PT n = (((Z : ℂ) - 3) / 2) • orbSpin l spinSum ∧
    PS n * fineOp Z l * PS n = 0 ∧
    PS n * fineOp Z l * PT n + PT n * fineOp Z l * PS n =
      (((Z : ℂ) + 1) / 2) • orbSpin l spinDiff := by
  have h0 := singlet_block Z l
  have hD := D_offdiag l
  refine ⟨?_, h0, ?_⟩
  · calc PT n * fineOp Z l * PT n
        = fineOp Z l - PS n * fineOp Z l - fineOp Z l * PS n + PS n * fineOp Z l * PS n := by
          unfold PT; noncomm_ring
      _ = _ := by
          rw [h0, PS_fineOp, fineOp_PS, fineOp_split]
          linear_combination (norm := module) (-(((Z : ℂ) + 1) / 2)) • hD
  · calc PS n * fineOp Z l * PT n + PT n * fineOp Z l * PS n
        = PS n * fineOp Z l + fineOp Z l * PS n
          - (PS n * fineOp Z l * PS n + PS n * fineOp Z l * PS n) := by
          unfold PT; noncomm_ring
      _ = _ := by rw [h0, PS_fineOp, fineOp_PS, add_zero, sub_zero, ← smul_add, hD]

/-- Going from the singlet to the triplet and back with the operator gives
`((Z + 1)/2)² ∑ l_k²` on the singlet. -/
theorem singlet_triplet_singlet (Z : ℝ) (l : Fin 3 → Matrix n n ℂ) :
    PS n * fineOp Z l * PT n * fineOp Z l * PS n =
      (((Z : ℂ) + 1) / 2) ^ 2 • (((∑ k, l k * l k) ⊗ₖ (1 : SpinOp)) * PS n) := by
  calc PS n * fineOp Z l * PT n * fineOp Z l * PS n
      = (PS n * fineOp Z l) * (fineOp Z l * PS n)
        - (PS n * fineOp Z l * PS n) * (fineOp Z l * PS n) := by
        unfold PT; noncomm_ring
    _ = _ := by
        rw [singlet_block, zero_mul, sub_zero, PS_fineOp, fineOp_PS, smul_mul_assoc,
          mul_smul_comm, smul_smul, singlet_D_sq, ← pow_two]

/-- For `Z ≠ -1` the operator leaves singlet and triplet unmixed exactly when all three
orbital matrices vanish. -/
theorem unmixed_iff (Z : ℝ) (hZ : Z ≠ -1) (l : Fin 3 → Matrix n n ℂ) :
    PS n * fineOp Z l * PT n + PT n * fineOp Z l * PS n = 0 ↔ ∀ k, l k = 0 := by
  have hb : ((Z : ℂ) + 1) / 2 ≠ 0 := by
    intro h
    apply hZ
    have h' : (Z : ℂ) = ((-1 : ℝ) : ℂ) := by
      push_cast
      linear_combination 2 * h
    exact_mod_cast h'
  rw [(fineOp_blocks Z l).2.2, smul_eq_zero_iff_right hb]
  constructor
  · intro h k
    ext i j
    -- three spin matrix elements of D determine the three orbital matrices
    have e1 : orbSpin l spinDiff (i, (0, 0)) (j, (0, 1)) = (l 0 i j - I * l 1 i j) / 2 := by
      simp [orbSpin, spinDiff, s1, s2, pauli, Fin.sum_univ_three, Matrix.add_apply]
      ring
    have e2 : orbSpin l spinDiff (i, (0, 1)) (j, (0, 0)) = (l 0 i j + I * l 1 i j) / 2 := by
      simp [orbSpin, spinDiff, s1, s2, pauli, Fin.sum_univ_three, Matrix.add_apply]
      ring
    have e3 : orbSpin l spinDiff (i, (0, 1)) (j, (0, 1)) = -l 2 i j := by
      simp [orbSpin, spinDiff, s1, s2, pauli, Fin.sum_univ_three, Matrix.add_apply]
      ring
    rw [h, Matrix.zero_apply] at e1 e2 e3
    have h0 : l 0 i j = 0 := by linear_combination -e1 - e2
    have h1 : l 1 i j = 0 := by
      linear_combination (-I) * e1 + I * e2 + l 1 i j * Complex.I_sq
    have h2 : l 2 i j = 0 := by linear_combination e3
    fin_cases k
    · exact h0
    · exact h1
    · exact h2
  · intro h
    simp [orbSpin, h]

end

end HeliumFineStructure
```

```lean
#print axioms HeliumFineStructure.singlet_triplet_singlet
#print axioms HeliumFineStructure.unmixed_iff
```

```
'HeliumFineStructure.singlet_triplet_singlet' depends on axioms: [propext, Classical.choice, Quot.sound]
'HeliumFineStructure.unmixed_iff' depends on axioms: [propext, Classical.choice, Quot.sound]
```

### From sixteen spin entries to the full operator

`spinSum_singlet`, `spinDiff_offdiag` and `singlet_one_spin` are checked entry by entry: `fin_cases` runs through the spin indices, `simp` expands the products and `ring` finishes. For `spinDiff_offdiag` this replaces the exchange argument above. `singlet_diff_diff` follows the derivation directly, with `hd` rewriting d_k as 1 ⊗ σ_k − S_k and `ht` supplying the Pauli traces.

`PS_mul_orbSpin` and `orbSpin_mul_PS` move the projector into the spin factor of each Kronecker product. This lifts the spin identities to `D_offdiag` and, through a double sum that the Kronecker delta collapses, to `singlet_D_sq`.

`fineOp_split` is the decomposition of O, and `fineOp_PS` and `PS_fineOp` remove l·S next to P. `singlet_block` gets P² = P from `singlet_one_spin` with A = 1, then multiplies D = PD + DP by P to obtain PDP = 0.

In `fineOp_blocks` and `singlet_triplet_singlet`, `noncomm_ring` expands T = 1 − P without commuting any factors, and the earlier lemmas evaluate the terms. In `unmixed_iff`, `e1`, `e2` and `e3` are the three matrix elements of D listed above, and `linear_combination` solves them for the entries of l_0, l_1 and l_2.
